# For an electron density continuous at and near the nucleus, the first-order energy shift from spreading the point nucleus's charge uniformly through the volume of a sphere of radius R, divided by R², tends to 2πZ n(0)/5 as R → 0+

**Q:** Before I believe any limit, which potentials are being compared, and in what units?

**A:** Atomic units: lengths in bohr, energies in hartree, electron charge −1. Z is the nuclear charge, r the distance from the nucleus and R the radius of the sphere. Both functions are potential energies of an electron, so attraction is negative. The reference is the point nucleus, −Z/r.

```lean
import Mathlib

open Real Set Filter Topology MeasureTheory

namespace UniformSphereNucleus

noncomputable section

/-- The Coulomb potential energy `-Z/r` of an electron at distance `r > 0` from a point nucleus. -/
def pointCoulomb (Z r : ℝ) : ℝ := -Z / r
```

The replacement spreads the charge Z evenly through the volume of the sphere. At r < R the enclosed charge is Z r³/R³, so the inward force is Z r/R³. Integrating inwards from the surface value −Z/R gives

V(r) = −Z/R − Z(R² − r²)/(2R³) = −Z(3 − r²/R²)/(2R).

From r = R outwards, the potential is the point Coulomb one.

```lean
/-- The potential energy of an electron at distance `r > 0` from a nucleus whose charge fills a
sphere of radius `R > 0` uniformly. -/
def sphereCoulomb (Z R r : ℝ) : ℝ :=
  if r < R then -Z * (3 - r ^ 2 / R ^ 2) / (2 * R) else pointCoulomb Z r
```

**Q:** That is electrostatics. Where is the energy? I see no Schrödinger equation.

**A:** There is none. The energy shift is defined as the first-order expression: the change in potential, weighted by a density n that does not respond to it and integrated over space,

ΔE(R) = 4π ∫₀^∞ r² n(r) [V_sphere(r) − V_point(r)] dr.

```lean
/-- The first-order energy shift of a spherical electron density `n` when the point nucleus is
replaced by the uniform sphere of radius `R > 0`. -/
def energyShift (Z R : ℝ) (n : ℝ → ℝ) : ℝ :=
  4 * π * ∫ r in Ioi (0 : ℝ), r ^ 2 * n r * (sphereCoulomb Z R r - pointCoulomb Z r)
```

Here `n` is the electron number density per unit volume, not the radial distribution 4πr²n. It depends on r alone; for a non-spherical density, insert its average over angles, because the change in potential is spherical. The sign is sphere minus point, so weaker attraction counts as positive. Relaxation of the wave function and higher orders of perturbation theory are left out, as are relativistic effects.

**Q:** Your integral runs to infinity. The one I know stops at R.

**A:** They agree, because the two potentials coincide for r ≥ R. Inside, multiply the difference by r²:

r² [Z/r − Z(3 − r²/R²)/(2R)] = Z [r − 3r²/(2R) + r⁴/(2R³)].

Over a common denominator, the bracket is r(2R³ − 3R²r + r³)/(2R³), and the cubic factorises as (R − r)²(r + 2R). So the density is weighted by Z w(r), with

w(r) = r(R − r)²(r + 2R)/(2R³).

```lean
/-- The radial weight, per unit nuclear charge, with which the density inside the sphere of
radius `R > 0` enters the energy shift. -/
def radialWeight (R r : ℝ) : ℝ := r * (R - r) ^ 2 * (r + 2 * R) / (2 * R ^ 3)
```

This form shows that w is nonnegative inside the sphere, which matters for the error bound. Its continuity, needed for integrability, is recorded separately.

```lean
/-- The radial weight is a continuous function of the distance from the nucleus. -/
theorem continuous_radialWeight (R : ℝ) : Continuous (fun r => radialWeight R r) := by
  unfold radialWeight
  fun_prop
```

The next theorem is the reduction ΔE(R) = 4πZ ∫₀ᴿ n(r) w(r) dr, for every R > 0 and any function `n`. If `n` is not integrable against the weight, Lean gives the undefined integrals the value 0, and the identity then has no physical content. In the proof, `h1` discards the region outside the sphere and `h2` identifies the integrand inside. The algebra above is `key`, settled by `field_simp` and `ring`. The surface point r = R is treated separately, since there the definition already uses the point potential; both sides vanish.

```lean
/-- For `R > 0` the energy shift is `4πZ` times the integral of the density against the radial
weight over the inside of the sphere. -/
theorem energyShift_eq (Z : ℝ) {R : ℝ} (hR : 0 < R) (n : ℝ → ℝ) :
    energyShift Z R n = 4 * π * Z * ∫ r in (0 : ℝ)..R, n r * radialWeight R r := by
  -- outside the sphere the two potentials agree
  have h1 : ∫ r in Ioi (0 : ℝ), r ^ 2 * n r * (sphereCoulomb Z R r - pointCoulomb Z r)
      = ∫ r in Ioc (0 : ℝ) R, r ^ 2 * n r * (sphereCoulomb Z R r - pointCoulomb Z r) := by
    apply MeasureTheory.setIntegral_eq_of_subset_of_forall_sdiff_eq_zero measurableSet_Ioi
    · intro r hr
      exact hr.1
    · intro r hr
      have hx : ¬ r < R := fun h => hr.2 ⟨hr.1, h.le⟩
      simp only [sphereCoulomb, if_neg hx, sub_self, mul_zero]
  -- inside, the difference times `r ^ 2` is the radial weight
  have h2 : EqOn (fun r => r ^ 2 * n r * (sphereCoulomb Z R r - pointCoulomb Z r))
      (fun r => Z * (n r * radialWeight R r)) (Ioc 0 R) := by
    intro r hr
    have hr0 : r ≠ 0 := hr.1.ne'
    by_cases h : r < R
    · have key : r ^ 2 * (-Z * (3 - r ^ 2 / R ^ 2) / (2 * R) - -Z / r)
          = Z * (r * (R - r) ^ 2 * (r + 2 * R) / (2 * R ^ 3)) := by
        field_simp
        ring
      simp only [sphereCoulomb, if_pos h, pointCoulomb, radialWeight]
      linear_combination n r * key
    · have hrR : r = R := le_antisymm hr.2 (not_lt.mp h)
      simp [sphereCoulomb, radialWeight, hrR]
  unfold energyShift
  rw [h1, setIntegral_congr_fun measurableSet_Ioc h2, MeasureTheory.integral_const_mul,
    intervalIntegral.integral_of_le hR.le]
  ring
```

**Q:** Then where does the 5 come from?

**A:** From integrating the three powers. For k = 0, 1, 2, …,

∫₀ᴿ rᵏ w(r) dr = Rᵏ⁺² [1/(k+2) − 3/(2(k+3)) + 1/(2(k+5))].

Over the denominator 2(k+2)(k+3)(k+5), the numerator is

2(k+3)(k+5) − 3(k+2)(k+5) + (k+2)(k+3) = 6,

so the moment is 3Rᵏ⁺²/((k+2)(k+3)(k+5)). For k = 0 this is R²/10, and a constant density c gives 4πZc · R²/10 = 2πZcR²/5.

The Lean proof follows the same route: `e` expands the weight into powers, `p1`, `p2` and `p3` integrate them, and the final `field_simp` and `ring` combine the fractions.

```lean
/-- All moments of the radial weight over a sphere of radius `R > 0` in closed form. -/
theorem radialWeight_moment {R : ℝ} (hR : 0 < R) (k : ℕ) :
    ∫ r in (0 : ℝ)..R, r ^ k * radialWeight R r
      = 3 * R ^ (k + 2) / (((k : ℝ) + 2) * (k + 3) * (k + 5)) := by
  have e : ∀ r : ℝ, r ^ k * radialWeight R r
      = 1 * r ^ (k + 1) - 3 / (2 * R) * r ^ (k + 2) + 1 / (2 * R ^ 3) * r ^ (k + 4) := by
    intro r
    unfold radialWeight
    rw [pow_add r k 1, pow_add r k 2, pow_add r k 4]
    generalize r ^ k = q
    field_simp
    ring
  have p : ∀ m : ℕ, ∫ r in (0 : ℝ)..R, r ^ m = R ^ (m + 1) / ((m : ℝ) + 1) := by
    intro m
    simp [integral_pow]
  have p1 : ∫ r in (0 : ℝ)..R, r ^ (k + 1) = R ^ (k + 2) / ((k : ℝ) + 2) := by
    rw [p]; push_cast; ring
  have p2 : ∫ r in (0 : ℝ)..R, r ^ (k + 2) = R ^ (k + 2) * R / ((k : ℝ) + 3) := by
    rw [p]; push_cast; ring
  have p3 : ∫ r in (0 : ℝ)..R, r ^ (k + 4) = R ^ (k + 2) * R ^ 3 / ((k : ℝ) + 5) := by
    rw [p]; push_cast; ring
  simp_rw [e]
  rw [intervalIntegral.integral_add, intervalIntegral.integral_sub,
    intervalIntegral.integral_const_mul, intervalIntegral.integral_const_mul,
    intervalIntegral.integral_const_mul, p1, p2, p3]
  · generalize R ^ (k + 2) = q
    have h2 : (k : ℝ) + 2 ≠ 0 := by positivity
    have h3 : (k : ℝ) + 3 ≠ 0 := by positivity
    have h5 : (k : ℝ) + 5 ≠ 0 := by positivity
    field_simp
    ring
  all_goals exact Continuous.intervalIntegrable (by fun_prop) _ _
```

**Q:** Real densities are not constant near a nucleus.

**A:** So we bound the damage. Suppose |n(r) − c| ≤ L rᵏ for 0 < r ≤ R. Subtract the constant part:

ΔE(R) − 2πZcR²/5 = 4πZ ∫₀ᴿ [n(r) − c] w(r) dr.

Since w ≥ 0, the absolute value of the integral is at most L ∫₀ᴿ rᵏ w(r) dr, which is a known moment. Hence

|ΔE(R) − 2πZcR²/5| ≤ 12π|Z|L Rᵏ⁺²/((k+2)(k+3)(k+5)).

In the code, `s` is the subtraction and `b` the bound on the integral. The theorem also assumes that `n` is continuous on [0, R], which supplies integrability.

```lean
/-- If a continuous density differs from the constant `c` by at most `L r ^ k` inside the sphere
of radius `R > 0`, its energy shift differs from `2πZcR²/5` by at most a term of order
`R ^ (k + 2)`, with the constant given. -/
theorem energyShift_error (Z : ℝ) {R c L : ℝ} (hR : 0 < R) {n : ℝ → ℝ} (k : ℕ)
    (hn : ContinuousOn n (Icc 0 R)) (hb : ∀ r ∈ Ioc 0 R, |n r - c| ≤ L * r ^ k) :
    |energyShift Z R n - 2 * π * Z * c * R ^ 2 / 5|
      ≤ 12 * π * |Z| * L * R ^ (k + 2) / (((k : ℝ) + 2) * (k + 3) * (k + 5)) := by
  have hw := continuous_radialWeight R
  have i1 : IntervalIntegrable (fun r => n r * radialWeight R r) volume 0 R := by
    apply ContinuousOn.intervalIntegrable
    rw [uIcc_of_le hR.le]
    exact hn.mul hw.continuousOn
  have i2 : IntervalIntegrable (fun r => c * radialWeight R r) volume 0 R :=
    (continuous_const.mul hw).intervalIntegrable _ _
  have i3 : IntervalIntegrable (fun r => L * (r ^ k * radialWeight R r)) volume 0 R :=
    (continuous_const.mul ((continuous_pow k).mul hw)).intervalIntegrable _ _
  have m0 : ∫ r in (0 : ℝ)..R, radialWeight R r = R ^ 2 / 10 := by
    have h := radialWeight_moment hR 0
    simp only [pow_zero, one_mul, Nat.cast_zero, zero_add] at h
    rw [h]
    ring
  have e : ∫ r in (0 : ℝ)..R, (n r - c) * radialWeight R r
      = (∫ r in (0 : ℝ)..R, n r * radialWeight R r) - c * (R ^ 2 / 10) := by
    simp only [sub_mul]
    rw [intervalIntegral.integral_sub i1 i2, intervalIntegral.integral_const_mul, m0]
  -- the weight is nonnegative, so the deviation of the density can be bounded pointwise
  have b : ‖∫ r in (0 : ℝ)..R, (n r - c) * radialWeight R r‖
      ≤ ∫ r in (0 : ℝ)..R, L * (r ^ k * radialWeight R r) := by
    refine intervalIntegral.norm_integral_le_of_norm_le hR.le
      (Eventually.of_forall fun r hr => ?_) i3
    have hr0 : 0 < r := hr.1
    have w0 : 0 ≤ radialWeight R r := by unfold radialWeight; positivity
    rw [Real.norm_eq_abs, abs_mul, abs_of_nonneg w0, ← mul_assoc]
    exact mul_le_mul_of_nonneg_right (hb r hr) w0
  rw [intervalIntegral.integral_const_mul, radialWeight_moment hR k, Real.norm_eq_abs] at b
  have s : energyShift Z R n - 2 * π * Z * c * R ^ 2 / 5
      = 4 * π * Z * ∫ r in (0 : ℝ)..R, (n r - c) * radialWeight R r := by
    rw [energyShift_eq Z hR, e]
    ring
  have hpi : |4 * π * Z| = 4 * π * |Z| := by
    rw [abs_mul, abs_of_pos (by positivity : 0 < 4 * π)]
  rw [s, abs_mul, hpi]
  refine (mul_le_mul_of_nonneg_left b (by positivity)).trans (le_of_eq ?_)
  ring
```

**Q:** And the limit itself? I would like to hear the statement in words.

**A:** Let Z be any real number, let a > 0, and let n be continuous on the closed interval [0, a]. Then ΔE(R)/R² tends to 2πZ n(0)/5 as R approaches zero through positive values. The one-sided approach is `𝓝[>] 0`, and the continuity is `ContinuousOn n (Icc 0 a)`. Nothing is required of n beyond a, and neither its sign nor its normalisation enters. The physical case is Z > 0.

For the argument, take ε > 0 and choose η > 0 with (2π|Z|/5)η < ε. By continuity at the nucleus, |n(r) − n(0)| ≤ η throughout the sphere once R is small enough. The error bound with k = 0, c = n(0) and L = η then gives

|ΔE(R)/R² − 2πZ n(0)/5| ≤ (2π|Z|/5)η < ε.

The proof makes R smaller than both `δ`, which controls the density, and `a`, which keeps the sphere inside the interval of continuity.

```lean
/-- For a density continuous on some interval `[0, a]` with `a > 0`, the first-order energy shift
divided by `R²` tends to `2πZ n(0)/5` as the sphere shrinks to a point. -/
theorem energyShift_div_sq_tendsto (Z : ℝ) {a : ℝ} (ha : 0 < a) {n : ℝ → ℝ}
    (hn : ContinuousOn n (Icc 0 a)) :
    Tendsto (fun R => energyShift Z R n / R ^ 2) (𝓝[>] 0) (𝓝 (2 * π * Z * n 0 / 5)) := by
  rw [Metric.tendsto_nhdsWithin_nhds]
  intro ε hε
  obtain ⟨η, hη, hA⟩ : ∃ η > 0, 2 * π * |Z| / 5 * η < ε := by
    refine ⟨ε / (2 * π * |Z| / 5 + 1), by positivity, ?_⟩
    rw [← mul_div_assoc, div_lt_iff₀ (by positivity)]
    nlinarith
  -- near the nucleus the density is within `η` of its value there
  obtain ⟨δ, hδ, hc⟩ := Metric.continuousWithinAt_iff.mp (hn 0 ⟨le_rfl, ha.le⟩) η hη
  refine ⟨min δ a, lt_min hδ ha, fun R hR0 hd => ?_⟩
  have hR : 0 < R := hR0
  rw [Real.dist_eq, sub_zero, abs_of_pos hR] at hd
  have hRδ : R < δ := hd.trans_le (min_le_left _ _)
  have hRa : R < a := hd.trans_le (min_le_right _ _)
  have hb := energyShift_error Z (c := n 0) (L := η) hR 0
    (hn.mono (Icc_subset_Icc_right hRa.le)) (fun r hr => by
      have h := hc (x := r) ⟨hr.1.le, hr.2.trans hRa.le⟩ (by
        rw [Real.dist_eq, sub_zero, abs_of_pos hr.1]
        exact hr.2.trans_lt hRδ)
      rw [Real.dist_eq] at h
      rw [pow_zero, mul_one]
      exact h.le)
  have hR2 : 0 < R ^ 2 := by positivity
  have s : energyShift Z R n / R ^ 2 - 2 * π * Z * n 0 / 5
      = (energyShift Z R n - 2 * π * Z * n 0 * R ^ 2 / 5) / R ^ 2 := by
    rw [sub_div]
    congr 1
    field_simp
  rw [Real.dist_eq, s, abs_div, abs_of_pos hR2, div_lt_iff₀ hR2]
  refine hb.trans_lt (lt_of_eq_of_lt ?_ (mul_lt_mul_of_pos_right hA hR2))
  push_cast
  ring
```

**Q:** Is continuity at the single point r = 0 a mathematician's scruple? One point has no volume.

**A:** That is exactly the trouble. Take n(r) = 1 for r > 0 and n(0) = 0. This density is bounded and continuous on (0, a], and the integral never notices the value at the origin, so ΔE(R)/R² = 2πZ/5 for every R > 0. The formula would predict 0, which is wrong whenever Z ≠ 0. Boundedness and continuity away from the nucleus are therefore not enough: something must tie n(0) to the density around it.

**Q:** An electron density has a cusp at a point nucleus. Does that spoil the result?

**A:** No. A cusp is a kink in three dimensions, but along r it is just a nonzero slope at the origin, and the density remains continuous. Its effect appears one order later. For n(r) = n₀ + n₁r, the moments with k = 0 and k = 1 are R²/10 and R³/24, so

ΔE(R) = 2πZn₀R²/5 + πZn₁R³/6

exactly, for every R > 0. Only values inside the sphere enter, so a density needs this linear form only for r < R. The proof splits the integral into these two moments. A negative n₁, as at an attractive nucleus, reduces the shift.

```lean
/-- For a density `n₀ + n₁ r` and `R > 0` the energy shift is exactly
`2πZn₀R²/5 + πZn₁R³/6`. -/
theorem energyShift_linear (Z n₀ n₁ : ℝ) {R : ℝ} (hR : 0 < R) :
    energyShift Z R (fun r => n₀ + n₁ * r)
      = 2 * π * Z * n₀ * R ^ 2 / 5 + π * Z * n₁ * R ^ 3 / 6 := by
  have i : ∀ (c : ℝ) (m : ℕ),
      IntervalIntegrable (fun r => c * (r ^ m * radialWeight R r)) volume 0 R := fun c m =>
    (continuous_const.mul ((continuous_pow m).mul
      (continuous_radialWeight R))).intervalIntegrable _ _
  have e : ∫ r in (0 : ℝ)..R, (n₀ + n₁ * r) * radialWeight R r
      = ∫ r in (0 : ℝ)..R, (n₀ * (r ^ 0 * radialWeight R r) + n₁ * (r ^ 1 * radialWeight R r)) := by
    congr 1
    ext r
    ring
  rw [energyShift_eq Z hR, e, intervalIntegral.integral_add (i n₀ 0) (i n₁ 1),
    intervalIntegral.integral_const_mul, intervalIntegral.integral_const_mul,
    radialWeight_moment hR 0, radialWeight_moment hR 1]
  push_cast
  ring
```

**Q:** Give me a case in which I can recognise the density.

**A:** The hydrogenic 1s state, for Z > 0, has the normalised density n(r) = (Z³/π) exp(−2Zr), so n(0) = Z³/π and

2πZ · (Z³/π)/5 = 2Z⁴/5.

The theorem applies the general limit with a = 1 and simplifies the value at the origin. The limit is stated for all real Z, although the function is a bound-state density only for Z > 0.

```lean
/-- For the hydrogenic 1s density `(Z³/π) exp(-2Zr)` the energy shift divided by `R²` tends to
`2Z⁴/5` as the sphere shrinks to a point. -/
theorem energyShift_hydrogenic (Z : ℝ) :
    Tendsto (fun R => energyShift Z R (fun r => Z ^ 3 / π * Real.exp (-2 * Z * r)) / R ^ 2)
      (𝓝[>] 0) (𝓝 (2 * Z ^ 4 / 5)) := by
  have hc : Continuous (fun r : ℝ => Z ^ 3 / π * Real.exp (-2 * Z * r)) := by fun_prop
  have h := energyShift_div_sq_tendsto Z one_pos hc.continuousOn
  have v : 2 * π * Z * (Z ^ 3 / π * Real.exp (-2 * Z * 0)) / 5 = 2 * Z ^ 4 / 5 := by
    have hp : π * (Z ^ 3 / π) = Z ^ 3 := mul_div_cancel₀ _ Real.pi_ne_zero
    rw [mul_zero, Real.exp_zero]
    linear_combination 2 * Z / 5 * hp
  rwa [v] at h

end

end UniformSphereNucleus
```

```lean
#print axioms UniformSphereNucleus.energyShift_div_sq_tendsto
#print axioms UniformSphereNucleus.energyShift_linear
#print axioms UniformSphereNucleus.energyShift_hydrogenic
```

```
'UniformSphereNucleus.energyShift_div_sq_tendsto' depends on axioms: [propext, Classical.choice, Quot.sound]
'UniformSphereNucleus.energyShift_linear' depends on axioms: [propext, Classical.choice, Quot.sound]
'UniformSphereNucleus.energyShift_hydrogenic' depends on axioms: [propext, Classical.choice, Quot.sound]
```

**Q:** Where would I meet this number in an actual calculation?

**A:** When the sphere potential replaces −Z/r at one nucleus and the wave function is held fixed. It could be, for instance, a normalised trial function in variational Monte Carlo. The kinetic and electron–electron terms have the same expectation values in both Hamiltonians, so the change in the energy expectation is ΔE(R), with n the angle-averaged density of the trial function about that nucleus. To leading order, the correction back to the point nucleus is to subtract 2πZ n(0)R²/5.

Take hydrogen with its exact 1s function and R = 0.01 bohr. This radius is an artificial softening of the potential, far larger than a real proton, so the numbers below are not hydrogen's actual finite-nucleus shift. The density at the nucleus is 1/π, so the leading shift is

(2/5) × 10⁻⁴ = 4 × 10⁻⁵ hartree.

The slope of the density at the origin is −2/π, and the cubic term contributes −R³/3, about −3.3 × 10⁻⁷ hartree, which is less than one per cent of the leading term.

**Q:** And if I reoptimise the wave function for the softened potential?

**A:** Then the density responds, and the energy difference also contains relaxation, which this first-order expression omits. The result tells you how a fixed density's energy depends on a small sphere radius; it does not give the full shift of an eigenvalue.
